# Nonreal solutions of the gapped period-two terminator equation at real energy exist exactly for $D^2<E^2<D^2+4b^2$

## What counts as a solution

The equation

$$t=\frac{1}{E-D-\dfrac{b^2}{E+D-b^2t}}$$

contains two divisions, so one must decide what a solution is when a denominator vanishes. Here a solution, called a terminator, must make both denominators nonzero.

A different definition would take the roots of the quadratic obtained by clearing denominators. This would add the root $t=0$ at $E=-D$ and change nothing else. The criterion for nonreal solutions would be the same.

## The chain behind the equation

Consider a semi-infinite tight-binding chain with on-site energies $D,-D,D,\dots$ and nearest-neighbour coupling $b>0$. Removing the first two sites leaves the same chain, so the Green function $t$ of the end site satisfies the equation above whenever $\operatorname{Im}E>0$. As $E$ approaches a real energy inside a band from above, $-\operatorname{Im}t/\pi$ tends to the local density of states at that site.

In a recursion calculation for non-interacting electrons whose coefficients settle into this pattern, such a $t$ can close the continued fraction; the criterion then locates the bands.

## The statement in Lean's terms

`IsTerminator b D E t` contains the two nonvanishing conditions and the equation. The parameters `b` and `D` are real, while `E` and `t` may be complex. The main theorem, `exists_nonreal_iff`, takes `E` real and assumes `0 < b` and `E ≠ 0 ∨ D ≠ 0`. It says that a terminator with `t.im ≠ 0` exists if and only if $D^2<E^2<D^2+4b^2$.

The second assumption is needed. At $D=E=0$ take $t=i$: the inner denominator is $-ib^2$, the outer one is $-i$, and $1/(-i)=i$. A nonreal solution exists although $0<0$ is false.

The model has equal couplings and exactly periodic levels. Convergence of the continued fraction, the limit $E+i0$ and the choice between real roots outside the bands are not treated.

## Derivation

Write $u=E+D-b^2t$ and $v=E-D-b^2/u$. For a terminator, $tv=1$, so $t\neq0$. Multiplying by $u$ gives $t[(E-D)u-b^2]=u$, and expanding gives

$$b^2(E-D)t^2-(E^2-D^2)t+E+D=0.$$

Conversely, let $t\ne0$ be a root. The quadratic equals $(E+D)-(E-D)tu$, so $u=0$ would force $E+D=0$, hence $b^2t=0$, a contradiction. Thus $u\neq0$, and dividing by $u$ restores $tv=1$, which also gives $v\neq0$.

Now let $E$ be real and $t=x+iy$ with $y\neq0$. The real and imaginary parts are

$$b^2(E-D)(x^2-y^2)-(E^2-D^2)x+E+D=0,$$
$$2b^2(E-D)xy-(E^2-D^2)y=0.$$

If $E=D$, the first equation gives $E+D=0$, so both vanish, which is excluded. Otherwise the second gives $2b^2x=E+D$. Multiplying the first by $4b^2(E-D)$ and inserting this value yields

$$4b^4(E-D)^2y^2=(E^2-D^2)(D^2+4b^2-E^2).$$

The left side is positive, so the factors on the right have the same sign. Both negative would mean $E^2<D^2$ and $E^2>D^2+4b^2$, which is impossible. Both are therefore positive.

Conversely, if both are positive, then $E\neq D$ and

$$t=\frac{E+D}{2b^2}-i\,\frac{\sqrt{(E^2-D^2)(D^2+4b^2-E^2)}}{2b^2|E-D|}$$

satisfies both relations. The steps reverse, so it is a nonreal terminator.

## The Lean file

```lean
import Mathlib

open Complex

namespace GappedTerminator

noncomputable section

/-- The value `t` reproduces itself after two levels `D`, `-D` of the continued fraction with
coupling `b` at energy `E`, both denominators being nonzero. -/
def IsTerminator (b D : ℝ) (E t : ℂ) : Prop :=
  E + D - b ^ 2 * t ≠ 0 ∧ E - D - b ^ 2 / (E + D - b ^ 2 * t) ≠ 0 ∧
    t = 1 / (E - D - b ^ 2 / (E + D - b ^ 2 * t))

/-- The quadratic polynomial in `t` obtained by clearing the denominators. -/
def terminatorQuadratic (b D : ℝ) (E t : ℂ) : ℂ :=
  b ^ 2 * (E - D) * t ^ 2 - (E ^ 2 - D ^ 2) * t + (E + D)

/-- The closed formula for the retarded branch of the terminator, for `b ≠ 0` and energies in the
bands `D² < E² < D² + 4b²`. -/
def retardedTerminator (b D E : ℝ) : ℂ :=
  ⟨(E + D) / (2 * b ^ 2),
    -(Real.sqrt ((E ^ 2 - D ^ 2) * (D ^ 2 + 4 * b ^ 2 - E ^ 2)) / (2 * b ^ 2 * |E - D|))⟩

/-- At any complex energy, the terminators are exactly the nonzero roots of the quadratic. -/
theorem isTerminator_iff {b D : ℝ} (hb : 0 < b) (E t : ℂ) :
    IsTerminator b D E t ↔ t ≠ 0 ∧ terminatorQuadratic b D E t = 0 := by
  have hb' : (b : ℂ) ≠ 0 := by exact_mod_cast hb.ne'
  unfold IsTerminator terminatorQuadratic
  constructor
  · rintro ⟨hu, hv, ht⟩
    have h1 := (eq_div_iff hv).mp ht
    have h2 := div_mul_cancel₀ ((b : ℂ) ^ 2) hu
    refine ⟨fun h => one_div_ne_zero hv (ht.symm.trans h), ?_⟩
    linear_combination (-(E + D - b ^ 2 * t)) * h1 - t * h2
  · rintro ⟨ht0, hq⟩
    -- a vanishing inner denominator would force t = 0
    have hu : E + D - b ^ 2 * t ≠ 0 := by
      intro hu
      have hs : E + D = 0 := by linear_combination hq + t * (E - D) * hu
      have h0 : (b : ℂ) ^ 2 * t = 0 := by linear_combination hs - hu
      exact mul_ne_zero (pow_ne_zero 2 hb') ht0 h0
    have h2 := div_mul_cancel₀ ((b : ℂ) ^ 2) hu
    have h1 : t * (E - D - b ^ 2 / (E + D - b ^ 2 * t)) = 1 := by
      apply mul_right_cancel₀ hu
      linear_combination -hq - t * h2
    have hv : E - D - b ^ 2 / (E + D - b ^ 2 * t) ≠ 0 := by
      intro h
      rw [h, mul_zero] at h1
      exact zero_ne_one h1
    exact ⟨hu, hv, (eq_div_iff hv).mpr h1⟩

/-- At real energy the quadratic equation splits into two real equations for the real and
imaginary parts of `t`. -/
theorem quadratic_eq_zero_iff (b D E : ℝ) (t : ℂ) :
    terminatorQuadratic b D E t = 0 ↔
      b ^ 2 * (E - D) * (t.re ^ 2 - t.im ^ 2) - (E ^ 2 - D ^ 2) * t.re + (E + D) = 0 ∧
      2 * b ^ 2 * (E - D) * t.re * t.im - (E ^ 2 - D ^ 2) * t.im = 0 := by
  have hre : (terminatorQuadratic b D E t).re =
      b ^ 2 * (E - D) * (t.re ^ 2 - t.im ^ 2) - (E ^ 2 - D ^ 2) * t.re + (E + D) := by
    simp only [terminatorQuadratic, pow_two, add_re, sub_re, mul_re, sub_im, mul_im,
      ofReal_re, ofReal_im]
    ring
  have him : (terminatorQuadratic b D E t).im =
      2 * b ^ 2 * (E - D) * t.re * t.im - (E ^ 2 - D ^ 2) * t.im := by
    simp only [terminatorQuadratic, pow_two, sub_re, mul_re, add_im, sub_im, mul_im,
      ofReal_re, ofReal_im]
    ring
  rw [Complex.ext_iff, hre, him, zero_re, zero_im]

/-- For `E ≠ D`, a nonreal `t` is a terminator exactly when its real part and the square of its
imaginary part satisfy these two relations. -/
theorem nonreal_iff {b D E : ℝ} (hb : 0 < b) (hED : E ≠ D) {t : ℂ} (ht : t.im ≠ 0) :
    IsTerminator b D E t ↔ 2 * b ^ 2 * t.re = E + D ∧
      4 * b ^ 4 * (E - D) ^ 2 * t.im ^ 2 =
        (E ^ 2 - D ^ 2) * (D ^ 2 + 4 * b ^ 2 - E ^ 2) := by
  have hp : E - D ≠ 0 := sub_ne_zero.mpr hED
  have ht0 : t ≠ 0 := fun h => ht (by rw [h, zero_im])
  rw [isTerminator_iff hb, quadratic_eq_zero_iff]
  constructor
  · rintro ⟨-, hR, hS⟩
    have hx : 2 * b ^ 2 * t.re = E + D := by
      apply mul_left_cancel₀ (mul_ne_zero hp ht)
      linear_combination hS
    refine ⟨hx, ?_⟩
    linear_combination (-4 * b ^ 2 * (E - D)) * hR +
      (E - D) ^ 2 * (2 * b ^ 2 * t.re - (E + D)) * hx
  · rintro ⟨hx, hy⟩
    refine ⟨ht0, ?_, ?_⟩
    · have hc : 4 * b ^ 2 * (E - D) ≠ 0 := mul_ne_zero (by positivity) hp
      apply mul_left_cancel₀ hc
      linear_combination (E - D) ^ 2 * (2 * b ^ 2 * t.re - (E + D)) * hx - hy
    · linear_combination (E - D) * t.im * hx

/-- Inside the bands there is exactly one terminator with negative imaginary part, and it is given
by the closed formula. -/
theorem retarded_iff {b D E : ℝ} (hb : 0 < b) (h1 : D ^ 2 < E ^ 2)
    (h2 : E ^ 2 < D ^ 2 + 4 * b ^ 2) (t : ℂ) :
    IsTerminator b D E t ∧ t.im < 0 ↔ t = retardedTerminator b D E := by
  have hED : E ≠ D := fun h => by rw [h] at h1; exact lt_irrefl _ h1
  have hp : 0 < |E - D| := abs_pos.mpr (sub_ne_zero.mpr hED)
  have hW : 0 < (E ^ 2 - D ^ 2) * (D ^ 2 + 4 * b ^ 2 - E ^ 2) :=
    mul_pos (by linarith) (by linarith)
  have hb2 : 2 * b ^ 2 ≠ 0 := by positivity
  have hc : 0 < 2 * b ^ 2 * |E - D| := by positivity
  have habs := sq_abs (E - D)
  have hre : (retardedTerminator b D E).re = (E + D) / (2 * b ^ 2) := rfl
  have him : (retardedTerminator b D E).im =
    -(Real.sqrt ((E ^ 2 - D ^ 2) * (D ^ 2 + 4 * b ^ 2 - E ^ 2)) / (2 * b ^ 2 * |E - D|)) := rfl
  constructor
  · rintro ⟨ht, hy⟩
    obtain ⟨hx, hyy⟩ := (nonreal_iff hb hED hy.ne).mp ht
    -- the negative sign of Im t selects the root
    have hs : Real.sqrt ((E ^ 2 - D ^ 2) * (D ^ 2 + 4 * b ^ 2 - E ^ 2)) =
        2 * b ^ 2 * |E - D| * (-t.im) := by
      rw [← hyy, show 4 * b ^ 4 * (E - D) ^ 2 * t.im ^ 2 = (2 * b ^ 2 * |E - D| * (-t.im)) ^ 2 by
        linear_combination (-4 * b ^ 4 * t.im ^ 2) * habs]
      exact Real.sqrt_sq (mul_nonneg hc.le (by linarith))
    apply Complex.ext
    · rw [hre, eq_div_iff hb2]
      linear_combination hx
    · rw [him, hs, mul_div_cancel_left₀ _ hc.ne', neg_neg]
  · intro h
    rw [← h] at hre him
    have hy : t.im < 0 := by
      rw [him]
      exact neg_neg_of_pos (div_pos (Real.sqrt_pos.mpr hW) hc)
    refine ⟨(nonreal_iff hb hED hy.ne).mpr ⟨?_, ?_⟩, hy⟩
    · rw [hre]
      linear_combination div_mul_cancel₀ (E + D) hb2
    · have hm : 2 * b ^ 2 * |E - D| * t.im =
          -Real.sqrt ((E ^ 2 - D ^ 2) * (D ^ 2 + 4 * b ^ 2 - E ^ 2)) := by
        rw [him, mul_neg, mul_comm, div_mul_cancel₀ _ hc.ne']
      have hsq := Real.sq_sqrt hW.le
      linear_combination (2 * b ^ 2 * |E - D| * t.im -
        Real.sqrt ((E ^ 2 - D ^ 2) * (D ^ 2 + 4 * b ^ 2 - E ^ 2))) * hm + hsq -
        4 * b ^ 4 * t.im ^ 2 * habs

/-- For real `E` and `D`, not both zero, a nonreal terminator exists exactly when
`D² < E² < D² + 4b²`. -/
theorem exists_nonreal_iff {b D E : ℝ} (hb : 0 < b) (h0 : E ≠ 0 ∨ D ≠ 0) :
    (∃ t : ℂ, IsTerminator b D E t ∧ t.im ≠ 0) ↔
      D ^ 2 < E ^ 2 ∧ E ^ 2 < D ^ 2 + 4 * b ^ 2 := by
  constructor
  · rintro ⟨t, ht, hy⟩
    -- at E = D the quadratic reduces to the constant E + D
    have hED : E ≠ D := by
      intro h
      have hR := ((quadratic_eq_zero_iff b D E t).mp ((isTerminator_iff hb _ t).mp ht).2).1
      have hs : E + D = 0 := by
        linear_combination hR - (b ^ 2 * (t.re ^ 2 - t.im ^ 2) - (E + D) * t.re) * h
      rcases h0 with h0 | h0
      · exact h0 (by linarith)
      · exact h0 (by linarith)
    have hp : E - D ≠ 0 := sub_ne_zero.mpr hED
    have hW : 0 < (E ^ 2 - D ^ 2) * (D ^ 2 + 4 * b ^ 2 - E ^ 2) := by
      rw [← ((nonreal_iff hb hED hy).mp ht).2]
      positivity
    rcases mul_pos_iff.mp hW with ⟨h1, h2⟩ | ⟨h1, h2⟩
    · exact ⟨by linarith, by linarith⟩
    · linarith [sq_nonneg b]
  · rintro ⟨h1, h2⟩
    obtain ⟨ht, hy⟩ := (retarded_iff hb h1 h2 _).mpr rfl
    exact ⟨_, ht, hy.ne⟩

/-- For `D ≠ 0`, every terminator at a real energy with `E² ≤ D²` is real. -/
theorem real_in_gap {b D E : ℝ} (hb : 0 < b) (hD : D ≠ 0) (hE : E ^ 2 ≤ D ^ 2) {t : ℂ}
    (ht : IsTerminator b D E t) : t.im = 0 := by
  by_contra hy
  exact not_lt_of_ge hE ((exists_nonreal_iff hb (Or.inr hD)).mp ⟨t, ht, hy⟩).1

/-- At `D = 0` and `E = 0` every nonzero complex number is a terminator. -/
theorem degenerate_point {b : ℝ} (hb : 0 < b) (t : ℂ) : IsTerminator b 0 0 t ↔ t ≠ 0 := by
  rw [isTerminator_iff hb]
  simp [terminatorQuadratic]

end

end GappedTerminator
```

```lean
#print axioms GappedTerminator.exists_nonreal_iff
-- 'GappedTerminator.exists_nonreal_iff' depends on axioms: [propext, Classical.choice, Quot.sound]
#print axioms GappedTerminator.real_in_gap
-- 'GappedTerminator.real_in_gap' depends on axioms: [propext, Classical.choice, Quot.sound]
#print axioms GappedTerminator.degenerate_point
-- 'GappedTerminator.degenerate_point' depends on axioms: [propext, Classical.choice, Quot.sound]
```

## How the proof follows the algebra

`isTerminator_iff` is the passage to the quadratic. Its `linear_combination` calls carry out the multiplication by $u$, and the reverse direction first rules out $u=0$.

`quadratic_eq_zero_iff` separates real and imaginary parts. In `nonreal_iff`, `mul_left_cancel₀` cancels $(E-D)y$ to fix $x$; a linear combination then gives the relation for $y^2$.

`retarded_iff` shows that inside the bands the closed formula is the only terminator with negative imaginary part. `Real.sqrt_sq` uses that sign to select the root.

`exists_nonreal_iff` splits the positive product with `mul_pos_iff` and takes its example from `retarded_iff`. Two further theorems complete the picture: `real_in_gap` says that for $D\neq0$ every terminator with $E^2\le D^2$ is real, and `degenerate_point` says that at $D=E=0$ every nonzero $t$ is a terminator.
